# At non-negative inverse temperature, the canonical mean occupations of non-interacting fermions never increase with mode energy

Suppose a program computes thermal occupations for a few non-interacting fermions at fixed particle number, and it reports a single-particle state of higher energy as fuller than one of lower energy. Is this a bug or a genuine effect of fixing the number? In the grand canonical ensemble the Fermi function settles the matter, because it decreases with energy. At fixed \(N\) the modes compete for the same particles, their occupations are in general correlated, and the Fermi function is in general not the exact answer.

The ordering survives. If \(N\) fermions share \(M \ge N\) modes at inverse temperature \(b \ge 0\), then \(e_i \le e_j\) implies that mode \(i\) has at least the mean occupation of mode \(j\). For a finite set of spin orbitals with fixed energies and no interactions, this gives a check on a canonical finite-temperature occupation routine in which only the total particle number is fixed: an inversion larger than the numerical error is a mistake. If the numbers of spin-up and spin-down fermions are fixed separately, the check applies within each spin, not between the two.

## Configurations and their weights

A mode is one of the orthonormal energy eigenstates of a single particle, with spin included in its label. The modes are the elements of a type `ι`, and mode \(k\) has a real energy \(e_k\). No order or spacing of the energies is assumed, and degeneracies are allowed.

```lean
import Mathlib

open Finset

namespace CanonicalFermionOccupation

noncomputable section

variable {ι : Type*}
```

By the Pauli principle, a many-fermion configuration is fixed by the set \(S\) of occupied modes. Without interactions its energy is the sum of the mode energies, so its Boltzmann weight is

\[
w(S) = \exp\Bigl(-b \sum_{k \in S} e_k\Bigr).
\]

```lean
/-- Boltzmann weight of the configuration in which exactly the modes in `S` are occupied,
at inverse temperature `b` and with mode energies `e`. -/
def weight (b : ℝ) (e : ι → ℝ) (S : Finset ι) : ℝ :=
  Real.exp (-b * ∑ k ∈ S, e k)
```

Here `b` stands for \(1/(k_B T)\). The exponential weight is postulated, not derived: it describes a system that exchanges energy with a heat bath but keeps its particles.

For a finite set \(A\) of modes, the partition function of \(N\) fermions confined to \(A\) is

\[
Z_N(A) = \sum_{S \subseteq A,\ |S| = N} w(S).
\]

```lean
/-- Canonical partition function of `N` non-interacting fermions confined to the modes in `A`. -/
def partitionFunction (b : ℝ) (e : ι → ℝ) (A : Finset ι) (N : ℕ) : ℝ :=
  ∑ S ∈ A.powersetCard N, weight b e S
```

The set `A.powersetCard N` consists of the \(N\)-element subsets of \(A\). Allowing any \(A\), and not only the full set of modes, matters later, when two modes are removed.

If \(N \le |A|\), at least one such subset exists. Every weight is an exponential and hence positive, so \(Z_N(A) > 0\).

```lean
/-- The partition function is positive when there are at least as many modes as fermions. -/
theorem partitionFunction_pos (b : ℝ) (e : ι → ℝ) {A : Finset ι} {N : ℕ}
    (h : N ≤ A.card) : 0 < partitionFunction b e A N :=
  Finset.sum_pos (fun _ _ => Real.exp_pos _) (Finset.powersetCard_nonempty.2 h)
```

From here on the set \(I\) of all modes is finite, with \(M = |I|\) elements. In Lean, \(I\) is `univ` and \(M\) is `Fintype.card ι`. The total weight of the \(N\)-fermion configurations that occupy mode \(i\) is

\[
W_i^{(N)} = \sum_{|S| = N,\ i \in S} w(S).
\]

```lean
variable [Fintype ι] [DecidableEq ι]

/-- Total Boltzmann weight of the `N`-fermion configurations in which mode `i` is occupied. -/
def occupiedWeight (b : ℝ) (e : ι → ℝ) (N : ℕ) (i : ι) : ℝ :=
  ∑ S ∈ (univ.powersetCard N).filter (fun S : Finset ι => i ∈ S), weight b e S
```

The occupation number of mode \(i\) is 1 in these configurations and 0 in all others, so its thermal average is

\[
n_i^{(N)} = \frac{W_i^{(N)}}{Z_N(I)}.
\]

```lean
/-- Canonical mean occupation of mode `i` for `N` fermions, where `N` is at most the number
of modes. -/
def meanOccupation (b : ℝ) (e : ι → ℝ) (N : ℕ) (i : ι) : ℝ :=
  occupiedWeight b e N i / partitionFunction b e univ N
```

A model closer to operator quantum mechanics would take the density operator \(e^{-bH}/Z\) on the antisymmetric \(N\)-particle space and define \(n_i\) as the trace of the number operator against it. That would add a step, namely that the Slater determinants built from the modes diagonalise \(H\), after which the trace becomes the sums above. The file starts from those sums.

## Removing one fermion and two modes

Take \(i \ne j\) and \(N + 1\) fermions, and consider the configurations with \(i\) occupied and \(j\) empty. Each is \(S = T \cup \{i\}\) for exactly one \(N\)-element set \(T\) that avoids both modes, and \(w(S) = e^{-b e_i}\, w(T)\). Summing over \(T\) gives

\[
\sum_{\substack{|S| = N+1 \\ i \in S,\ j \notin S}} w(S) = e^{-b e_i}\, Z_N(I \setminus \{i,j\}).
\]

```lean
/-- For distinct modes `i` and `j`, the configurations of `N + 1` fermions with `i` occupied and
`j` empty have total weight `exp (-b e_i)` times the partition function of `N` fermions in the
other modes. -/
theorem sum_occupied_empty (b : ℝ) (e : ι → ℝ) (N : ℕ) {i j : ι} (hij : i ≠ j) :
    ∑ S ∈ (univ.powersetCard (N + 1)).filter (fun S : Finset ι => i ∈ S ∧ j ∉ S), weight b e S
      = Real.exp (-b * e i) * partitionFunction b e (univ \ {i, j}) N := by
  rw [partitionFunction, Finset.mul_sum]
  -- remove the fermion in mode `i`, or put it back
  refine Finset.sum_nbij' (fun S => S.erase i) (fun T => insert i T) ?_ ?_ ?_ ?_ ?_
  · intro S hS
    simp only [mem_filter, mem_powersetCard] at hS ⊢
    obtain ⟨⟨_, hc⟩, hi, hj⟩ := hS
    refine ⟨?_, by have := Finset.card_erase_of_mem hi; omega⟩
    intro k hk
    have hk' := Finset.mem_erase.mp hk
    simp only [mem_sdiff, mem_univ, true_and, mem_insert, mem_singleton, not_or]
    exact ⟨hk'.1, fun h => hj (h ▸ hk'.2)⟩
  · intro T hT
    simp only [mem_filter, mem_powersetCard] at hT ⊢
    have hi : i ∉ T := fun h => by
      have := hT.1 h
      simp at this
    have hj : j ∉ T := fun h => by
      have := hT.1 h
      simp at this
    refine ⟨⟨subset_univ _, by rw [card_insert_of_notMem hi, hT.2]⟩, mem_insert_self _ _, ?_⟩
    intro h
    rcases mem_insert.mp h with h | h
    · exact hij h.symm
    · exact hj h
  · intro S hS
    exact Finset.insert_erase (mem_filter.mp hS).2.1
  · intro T hT
    refine Finset.erase_insert fun h => ?_
    have := (mem_powersetCard.mp hT).1 h
    simp at this
  · intro S hS
    have h := Finset.add_sum_erase S e (mem_filter.mp hS).2.1
    simp only [weight]
    rw [← h, ← Real.exp_add]
    congr 1
    ring
```

The proof uses `Finset.sum_nbij'`, which compares two sums through a pair of mutually inverse maps. Here they are "erase `i`" and "insert `i`". Its five goals say that each map lands in the right set of configurations, that each undoes the other, and that the weights agree. For the last goal, the proof splits \(e_i\) off the energy sum, merges the product of exponentials on the other side into a single exponential, and compares the exponents.

Now compare the two modes. The configurations with both occupied contribute equally to \(W_i^{(N+1)}\) and \(W_j^{(N+1)}\), and those with both empty contribute to neither. What remains are the configurations with exactly one of the two occupied, and the previous formula evaluates both groups with the same remaining factor:

\[
W_i^{(N+1)} - W_j^{(N+1)} = \bigl(e^{-b e_i} - e^{-b e_j}\bigr)\, Z_N(I \setminus \{i,j\}).
\]

For \(i = j\) both sides vanish.

```lean
/-- For `N + 1` fermions, the occupied weights of modes `i` and `j` differ by the difference of
their Boltzmann factors times the partition function of `N` fermions in the other modes. -/
theorem occupiedWeight_sub (b : ℝ) (e : ι → ℝ) (N : ℕ) (i j : ι) :
    occupiedWeight b e (N + 1) i - occupiedWeight b e (N + 1) j
      = (Real.exp (-b * e i) - Real.exp (-b * e j))
        * partitionFunction b e (univ \ {i, j}) N := by
  rcases eq_or_ne i j with rfl | hij
  · simp
  -- configurations with both modes occupied cancel
  have key : occupiedWeight b e (N + 1) i - occupiedWeight b e (N + 1) j
      = ∑ S ∈ (univ.powersetCard (N + 1)).filter (fun S : Finset ι => i ∈ S ∧ j ∉ S),
          weight b e S
        - ∑ S ∈ (univ.powersetCard (N + 1)).filter (fun S : Finset ι => j ∈ S ∧ i ∉ S),
          weight b e S := by
    simp only [occupiedWeight, Finset.sum_filter, ← Finset.sum_sub_distrib]
    refine Finset.sum_congr rfl fun S _ => ?_
    by_cases hi : i ∈ S <;> by_cases hj : j ∈ S <;> simp [hi, hj]
  rw [key, sum_occupied_empty b e N hij, sum_occupied_empty b e N hij.symm,
    Finset.pair_comm j i]
  ring
```

The step `key` is the cancellation. It is checked configuration by configuration, through the four cases of whether `i` and `j` belong to `S`.

## The ordering

For \(N = 0\) all occupations are zero and there is nothing to compare. For \(N = K + 1\), the assumptions \(b \ge 0\) and \(e_i \le e_j\) give \(-b e_j \le -b e_i\), and therefore \(e^{-b e_j} \le e^{-b e_i}\). Since \(Z_K(I \setminus \{i,j\}) \ge 0\), the identity yields

\[
W_i^{(N)} - W_j^{(N)} \ge 0.
\]

Dividing by \(Z_N(I) > 0\) gives \(n_j^{(N)} \le n_i^{(N)}\).

```lean
/-- For `N` fermions in at least `N` modes and `b ≥ 0`, the partition function is positive and a
mode of lower or equal energy has at least the mean occupation of the other mode. -/
theorem meanOccupation_antitone {b : ℝ} (hb : 0 ≤ b) (e : ι → ℝ) {N : ℕ}
    (hN : N ≤ Fintype.card ι) {i j : ι} (hij : e i ≤ e j) :
    0 < partitionFunction b e univ N ∧ meanOccupation b e N j ≤ meanOccupation b e N i := by
  have hZ : 0 < partitionFunction b e univ N :=
    partitionFunction_pos b e (by rwa [Finset.card_univ])
  refine ⟨hZ, (div_le_div_iff_of_pos_right hZ).2 ?_⟩
  cases N with
  | zero => simp [occupiedWeight, Finset.sum_filter]
  | succ K =>
    have hexp : Real.exp (-b * e j) ≤ Real.exp (-b * e i) :=
      Real.exp_le_exp.2 (by nlinarith [mul_le_mul_of_nonneg_left hij hb])
    have hR : 0 ≤ partitionFunction b e (univ \ {i, j}) K :=
      Finset.sum_nonneg fun _ _ => (Real.exp_pos _).le
    have hd := occupiedWeight_sub b e K i j
    have hp := mul_nonneg (sub_nonneg.2 hexp) hR
    linarith
```

The hypothesis `hN` is \(N \le M\), and `hij` is \(e_i \le e_j\). The conclusion includes positivity of the partition function, so the quotient is a true average; with more fermions than modes, Lean would evaluate it as \(0/0 = 0\). In the proof, `hexp` and `hR` are the signs of the two factors, `hd` is the identity, and `linarith` combines them.

The identity holds for every real \(b\), so the same argument with \(b \le 0\) reverses the ordering: at negative temperature the higher mode has at least the occupation of the lower one.

## When the inequality is strict

Let \(b > 0\) and \(1 \le N < M\). Removing \(i\) and \(j\) leaves at least \(M - 2 \ge N - 1\) modes, enough for the other \(N - 1\) fermions, so \(Z_{N-1}(I \setminus \{i,j\}) > 0\). The sign of \(n_i^{(N)} - n_j^{(N)}\) is then the sign of \(e^{-b e_i} - e^{-b e_j}\), and

\[
n_j^{(N)} < n_i^{(N)} \iff e_i < e_j.
\]

```lean
/-- For `b > 0` and at least one fermion but fewer fermions than modes, mode `i` has strictly
larger mean occupation than mode `j` exactly when its energy is strictly lower. -/
theorem meanOccupation_lt_iff {b : ℝ} (hb : 0 < b) (e : ι → ℝ) {N : ℕ}
    (h1 : 1 ≤ N) (hN : N < Fintype.card ι) (i j : ι) :
    meanOccupation b e N j < meanOccupation b e N i ↔ e i < e j := by
  obtain ⟨K, rfl⟩ : ∃ K, N = K + 1 := ⟨N - 1, by omega⟩
  have hZ : 0 < partitionFunction b e univ (K + 1) :=
    partitionFunction_pos b e (by rw [Finset.card_univ]; omega)
  -- the other modes have room for the remaining fermions
  have hR : 0 < partitionFunction b e (univ \ {i, j}) K := by
    apply partitionFunction_pos
    have hc := Finset.card_sdiff_add_card_eq_card (Finset.subset_univ ({i, j} : Finset ι))
    have h2 : ({i, j} : Finset ι).card ≤ 2 := Finset.card_le_two
    rw [Finset.card_univ] at hc
    omega
  have hW : meanOccupation b e (K + 1) j < meanOccupation b e (K + 1) i ↔
      occupiedWeight b e (K + 1) j < occupiedWeight b e (K + 1) i :=
    div_lt_div_iff_of_pos_right hZ
  rw [hW, ← sub_pos (a := occupiedWeight b e (K + 1) i), occupiedWeight_sub,
    mul_pos_iff_of_pos_right hR, sub_pos, Real.exp_lt_exp]
  constructor <;> intro h <;> nlinarith
```

The proof writes `N` as `K + 1`, obtains `hR` by counting the remaining modes, and then rewrites the inequality step by step until only the exponents are left to compare.

For \(N = M\) strictness fails. The only configuration is \(I\) itself, so \(W_i^{(M)} = w(I) = Z_M(I)\) and

\[
n_i^{(M)} = 1
\]

for every mode, whatever the energies and the temperature.

```lean
/-- When there are as many fermions as modes, every mode has mean occupation one. -/
theorem meanOccupation_full (b : ℝ) (e : ι → ℝ) (i : ι) :
    meanOccupation b e (Fintype.card ι) i = 1 := by
  have hP : (univ : Finset ι).powersetCard (Fintype.card ι) = {univ} := by
    rw [← Finset.card_univ, Finset.powersetCard_self]
  simp only [meanOccupation, occupiedWeight, partitionFunction, hP, Finset.sum_filter,
    Finset.sum_singleton, Finset.mem_univ, if_true]
  exact div_self (Real.exp_ne_zero _)
```

## A lower bound for the lowest mode

Summing the occupied weights over all modes counts each configuration once for every fermion in it:

\[
\sum_{i} W_i^{(N)} = \sum_{|S| = N} |S|\, w(S) = N\, Z_N(I).
\]

Hence, for \(N \le M\), the mean occupations add up to \(N\).

```lean
/-- For `N` fermions in at least `N` modes, the mean occupations add up to `N`. -/
theorem sum_meanOccupation (b : ℝ) (e : ι → ℝ) {N : ℕ} (hN : N ≤ Fintype.card ι) :
    ∑ i, meanOccupation b e N i = N := by
  have hZ : 0 < partitionFunction b e univ N :=
    partitionFunction_pos b e (by rwa [Finset.card_univ])
  simp only [meanOccupation]
  rw [← Finset.sum_div, div_eq_iff hZ.ne']
  simp only [occupiedWeight, Finset.sum_filter]
  -- count the occupied modes of each configuration
  rw [Finset.sum_comm, partitionFunction, Finset.mul_sum]
  refine Finset.sum_congr rfl fun S hS => ?_
  rw [Finset.sum_ite_mem, Finset.univ_inter, Finset.sum_const, nsmul_eq_mul,
    (mem_powersetCard.mp hS).2]
```

The exchange of the two summations is `Finset.sum_comm`; the rest evaluates the inner sum as \(|S|\, w(S)\) with \(|S| = N\).

If mode \(i\) has the lowest energy, possibly tied with others, and \(b \ge 0\), the ordering gives \(n_k^{(N)} \le n_i^{(N)}\) for every \(k\). Adding these \(M\) inequalities yields

\[
N = \sum_k n_k^{(N)} \le M\, n_i^{(N)}, \qquad\text{so}\qquad n_i^{(N)} \ge \frac{N}{M}.
\]

The lowest mode is therefore filled at least to the average filling. In Lean, `hi` says that \(i\) has the lowest energy, and `Finset.sum_le_card_nsmul` adds the inequalities.

```lean
/-- For `b ≥ 0` and `N` fermions in `M ≥ N` modes, a mode of lowest energy has mean occupation
at least `N / M`. -/
theorem filling_le_lowest {b : ℝ} (hb : 0 ≤ b) (e : ι → ℝ) {N : ℕ}
    (hN : N ≤ Fintype.card ι) {i : ι} (hi : ∀ k, e i ≤ e k) :
    (N : ℝ) / Fintype.card ι ≤ meanOccupation b e N i := by
  have hM : (0 : ℝ) < Fintype.card ι := by
    exact_mod_cast Fintype.card_pos_iff.2 ⟨i⟩
  have h := Finset.sum_le_card_nsmul univ (meanOccupation b e N) (meanOccupation b e N i)
    (fun k _ => (meanOccupation_antitone hb e hN (hi k)).2)
  rw [sum_meanOccupation b e hN, nsmul_eq_mul, Finset.card_univ] at h
  rw [div_le_iff₀ hM]
  linarith

end

end CanonicalFermionOccupation
```

```lean
#print axioms CanonicalFermionOccupation.meanOccupation_lt_iff
#print axioms CanonicalFermionOccupation.meanOccupation_full
#print axioms CanonicalFermionOccupation.filling_le_lowest
```

```
'CanonicalFermionOccupation.meanOccupation_lt_iff' depends on axioms: [propext, Classical.choice, Quot.sound]
'CanonicalFermionOccupation.meanOccupation_full' depends on axioms: [propext, Classical.choice, Quot.sound]
'CanonicalFermionOccupation.filling_le_lowest' depends on axioms: [propext, Classical.choice, Quot.sound]
```
